# Below the stability limit, BAOAB samples a harmonic oscillator's position variance exactly and OBAABO its momentum variance

Take a unit-mass oscillator of frequency w, time step h and thermal energy T = 1/beta, with a thermostat that replaces the momentum completely. In BAOAB, let x be the position when the thermostat acts and p the fresh momentum, independent of x and of variance T. A half drift gives q = x + (h/2)p. Two half kicks and another half drift then lead to the next thermostat position. With y = w²h²,

x′ = (1 − y/2) x + h(1 − y/4) p.

If ⟨x²⟩ is stationary, then y(1 − y/4)⟨x²⟩ = h²(1 − y/4)² T, so for 0 < y < 4

⟨x²⟩ = (T/w²)(1 − y/4),  ⟨q²⟩ = ⟨x²⟩ + h²T/4 = T/w².

The position variance is too small at the thermostat, and the half drift restores exactly what is missing. The same happens with partial damping.

In Lean 4 with Mathlib:

```lean
import Mathlib

open Matrix

namespace LangevinSplittingCovariance

noncomputable section
```

## Substeps acting on covariances

The half kick B sends p to p − (h/2)w²q.

```lean
/-- Half-step kick B on `(q, p)`: the momentum changes by `-(h/2) w² q`. -/
def kick (w h : ℝ) : Matrix (Fin 2) (Fin 2) ℝ := !![1, 0; -(h / 2 * w ^ 2), 1]
```

The half drift A sends q to q + (h/2)p.

```lean
/-- Half-step drift A on `(q, p)`: the position changes by `(h/2) p`. -/
def drift (h : ℝ) : Matrix (Fin 2) (Fin 2) ℝ := !![1, h / 2; 0, 1]
```

The thermostat O first multiplies p by c, where 0 ≤ c < 1. For a friction rate γ, c = exp(−γt), where t is the time for which O acts: h in BAOAB, and h/2 for each of the two O's in OBAABO. The limit c = 0 is full replacement; c = 1 would mean no friction.

```lean
/-- Deterministic part of the thermostat O: the momentum is multiplied by `c`. -/
def damp (c : ℝ) : Matrix (Fin 2) (Fin 2) ℝ := !![1, 0; 0, c]
```

A linear map M changes the covariance matrix S of (q, p) to M S Mᵀ.

```lean
/-- Covariance after the linear map `M` has acted on `(q, p)`. -/
def transport (M S : Matrix (Fin 2) (Fin 2) ℝ) : Matrix (Fin 2) (Fin 2) ℝ := M * S * Mᵀ
```

Independent noise then adds (1 − c²)T to the momentum variance. This strength balances the damping, so that a momentum variance T is preserved.

```lean
/-- Covariance after O: damping by `c`, then independent momentum noise of variance
`(1 - c²) T`, where `T = 1/beta` is the thermal energy. -/
def thermostat (c T : ℝ) (S : Matrix (Fin 2) (Fin 2) ℝ) : Matrix (Fin 2) (Fin 2) ℝ :=
  transport (damp c) S + !![0, 0; 0, (1 - c ^ 2) * T]
```

One BAOAB step composes these maps; in the code the innermost acts first.

```lean
/-- Covariance after one BAOAB step. -/
def baoabStep (w h c T : ℝ) (S : Matrix (Fin 2) (Fin 2) ℝ) : Matrix (Fin 2) (Fin 2) ℝ :=
  transport (kick w h) (transport (drift h) (thermostat c T
    (transport (drift h) (transport (kick w h) S))))
```

OBAABO applies O at both ends, so each step has two thermostat actions with the same c.

```lean
/-- Covariance after one OBAABO step. -/
def obaaboStep (w h c T : ℝ) (S : Matrix (Fin 2) (Fin 2) ℝ) : Matrix (Fin 2) (Fin 2) ℝ :=
  thermostat c T (transport (kick w h) (transport (drift h)
    (transport (drift h) (transport (kick w h) (thermostat c T S)))))
```

The checks compare matrices entry by entry, with index 0 for q and 1 for p.

```lean
/-- Two matrices on `(q, p)` agree exactly when their four entries agree. -/
theorem entries_iff {a b c d a' b' c' d' : ℝ} :
    (!![a, b; c, d] : Matrix (Fin 2) (Fin 2) ℝ) = !![a', b'; c', d'] ↔
      a = a' ∧ b = b' ∧ c = c' ∧ d = d' := by
  constructor
  · intro h
    exact ⟨congrFun (congrFun h 0) 0, congrFun (congrFun h 0) 1,
      congrFun (congrFun h 1) 0, congrFun (congrFun h 1) 1⟩
  · rintro ⟨rfl, rfl, rfl, rfl⟩
    rfl
```

Multiplying out M S Mᵀ gives the general update.

```lean
/-- The covariance after a linear substep, entry by entry. -/
theorem transport_entries (a b c d p q r s : ℝ) :
    transport !![a, b; c, d] !![p, q; r, s] =
      !![(a * p + b * r) * a + (a * q + b * s) * b, (a * p + b * r) * c + (a * q + b * s) * d;
         (c * p + d * r) * a + (c * q + d * s) * b,
         (c * p + d * r) * c + (c * q + d * s) * d] := by
  have ht : (!![a, b; c, d] : Matrix (Fin 2) (Fin 2) ℝ)ᵀ = !![a, c; b, d] := by
    ext i j
    fin_cases i <;> fin_cases j <;> rfl
  rw [transport, ht, Matrix.mul_fin_two, Matrix.mul_fin_two]
```

For O, the correlations acquire a factor c, and ⟨p²⟩ becomes c²⟨p²⟩ + (1 − c²)T.

```lean
/-- The thermostat damps the position-momentum correlations by `c` and mixes the momentum
variance with `T` in the proportion `c² : 1 - c²`. -/
theorem thermostat_entries (c T p q r s : ℝ) :
    thermostat c T !![p, q; r, s] =
      !![p, c * q; c * r, c ^ 2 * s + (1 - c ^ 2) * T] := by
  rw [thermostat, damp, transport_entries]
  ext i j
  fin_cases i <;> fin_cases j <;> simp <;> ring
```

## Why there is only one stationary covariance

Let M now be the product of all the linear maps in one step, including the damping. The noise cancels in the difference D of two stationary covariances, leaving D = M D Mᵀ. Write τ = tr M and δ = det M. Cayley–Hamilton, M² = τM − δ1, gives

MD = τD − δDMᵀ,  DMᵀ = τD − δMD.

Eliminating one product and dividing by 1 − δ ≠ 0 yields (1 + δ)MD = τD and (1 + δ)DMᵀ = τD. Multiplying the first by Mᵀ on the right gives (1 + δ)D = τDMᵀ. Hence

(1 + δ)²D = τ²D,

and D = 0 unless τ² = (1 + δ)². In the proof, `e1` to `e5` are these equations in order.

```lean
/-- If `det M ≠ 1` and `(tr M)² ≠ (1 + det M)²`, the only matrix carried into itself by
`D ↦ M D Mᵀ` is zero. -/
theorem eq_zero_of_invariant (M D : Matrix (Fin 2) (Fin 2) ℝ) (hd : M.det ≠ 1)
    (ht : M.trace ^ 2 ≠ (1 + M.det) ^ 2) (h : M * D * Mᵀ = D) : D = 0 := by
  have cancel : ∀ (r : ℝ) (X : Matrix (Fin 2) (Fin 2) ℝ), r ≠ 0 → r • X = 0 → X = 0 := by
    intro r X hr hX
    calc X = (r⁻¹ * r) • X := by rw [inv_mul_cancel₀ hr, one_smul]
      _ = 0 := by rw [mul_smul, hX, smul_zero]
  -- Cayley-Hamilton for M and for its transpose
  have ch : M * M = M.trace • M - M.det • (1 : Matrix (Fin 2) (Fin 2) ℝ) := by
    ext i j
    fin_cases i <;> fin_cases j <;>
      simp [Matrix.mul_apply, Fin.sum_univ_two, Matrix.trace_fin_two, Matrix.det_fin_two] <;> ring
  have cht : Mᵀ * Mᵀ = M.trace • Mᵀ - M.det • (1 : Matrix (Fin 2) (Fin 2) ℝ) := by
    rw [← Matrix.transpose_mul, ch, Matrix.transpose_sub, Matrix.transpose_smul,
      Matrix.transpose_smul, Matrix.transpose_one]
  have e1 : M * D = M.trace • D - M.det • (D * Mᵀ) := by
    calc M * D = M * (M * D * Mᵀ) := by rw [h]
      _ = (M * M) * D * Mᵀ := by simp only [Matrix.mul_assoc]
      _ = M.trace • (M * D * Mᵀ) - M.det • (D * Mᵀ) := by
        rw [ch]; simp only [Matrix.sub_mul, Matrix.smul_mul, Matrix.one_mul]
      _ = _ := by rw [h]
  have e2 : D * Mᵀ = M.trace • D - M.det • (M * D) := by
    calc D * Mᵀ = (M * D * Mᵀ) * Mᵀ := by rw [h]
      _ = M * D * (Mᵀ * Mᵀ) := by simp only [Matrix.mul_assoc]
      _ = M.trace • (M * D * Mᵀ) - M.det • (M * D) := by
        rw [cht]; simp only [Matrix.mul_sub, Matrix.mul_smul, Matrix.mul_one]
      _ = _ := by rw [h]
  have hd' : 1 - M.det ≠ 0 := sub_ne_zero.2 hd.symm
  have e3 : (1 + M.det) • (M * D) = M.trace • D := by
    refine sub_eq_zero.1 (cancel _ _ hd' ?_)
    linear_combination (norm := module) e1 - M.det • e2
  have e4 : (1 + M.det) • (D * Mᵀ) = M.trace • D := by
    refine sub_eq_zero.1 (cancel _ _ hd' ?_)
    linear_combination (norm := module) e2 - M.det • e1
  have e5 : (1 + M.det) • D = M.trace • (D * Mᵀ) := by
    have := congrArg (fun X => X * Mᵀ) e3
    simpa only [Matrix.smul_mul, h] using this
  refine cancel ((1 + M.det) ^ 2 - M.trace ^ 2) D (sub_ne_zero.2 ht.symm) ?_
  linear_combination (norm := module) (1 + M.det) • e5 + M.trace • e4
```

Both integrators have τ = (1 + δ)(1 − y/2), and

(1 + δ)² − τ² = (1 + δ)² y(4 − y)/4,

which is positive for 0 < wh < 2 and 1 + δ > 0.

```lean
/-- For `w, h > 0` below the stability limit `w h = 2`, and `1 + d > 0`, the number `(1 + d)(1 -
w²h²/2)` is strictly smaller in magnitude than `1 + d`. -/
theorem trace_sq_lt {w h d : ℝ} (hw : 0 < w) (hh : 0 < h) (hwh : w * h < 2) (hd : 0 < 1 + d) :
    ((1 + d) * (1 - (w * h) ^ 2 / 2)) ^ 2 < (1 + d) ^ 2 := by
  have hx : 0 < (w * h) ^ 2 := by positivity
  have hx4 : 0 < 4 - (w * h) ^ 2 := by nlinarith [mul_pos hw hh]
  have key := mul_pos (mul_pos (pow_pos hd 2) hx) hx4
  nlinarith [key]
```

## BAOAB

Follow (⟨q²⟩, ⟨qp⟩, ⟨p²⟩) through one step:

start: (T/w², 0, T(1 − y/4))
B: (T/w², −hT/2, T)
A: ((T/w²)(1 − y/4), 0, T)
O: unchanged
A: (T/w², hT/2, T)
B: (T/w², 0, T(1 − y/4))

In the proof `key` checks this cycle, with T written as a w² to avoid division. `lin` cancels the noise, and `hdet` and `htr` give δ = c and τ = (1 + c)(1 − y/2). The equivalence covers every real 2×2 matrix S, symmetric or not, and every real T; the physical case is T > 0.

```lean
/-- For `w, h > 0` with `w h < 2`, and `0 ≤ c < 1`, a matrix is stationary under BAOAB exactly when
it is `diag(T/w², T(1 - w²h²/4))`. -/
theorem baoab_stationary_iff {w h c : ℝ} (T : ℝ) (hw : 0 < w) (hh : 0 < h) (hwh : w * h < 2)
    (hc0 : 0 ≤ c) (hc1 : c < 1) (S : Matrix (Fin 2) (Fin 2) ℝ) :
    baoabStep w h c T S = S ↔ S = !![T / w ^ 2, 0; 0, T * (1 - (w * h) ^ 2 / 4)] := by
  have key : ∀ a : ℝ, baoabStep w h c (a * w ^ 2)
      !![a, 0; 0, a * w ^ 2 * (1 - (w * h) ^ 2 / 4)] =
      !![a, 0; 0, a * w ^ 2 * (1 - (w * h) ^ 2 / 4)] := by
    intro a
    simp only [baoabStep, kick, drift, transport_entries, thermostat_entries,
      mul_zero, zero_mul, add_zero, zero_add, one_mul, mul_one]
    refine entries_iff.2 ⟨?_, ?_, ?_, ?_⟩ <;> ring
  have h0 := key (T / w ^ 2)
  rw [div_mul_cancel₀ T (pow_ne_zero 2 hw.ne')] at h0
  refine ⟨fun hS => ?_, fun hS => by rw [hS]; exact h0⟩
  -- the noise cancels in the difference of two stationary covariances
  have lin : ∀ X Y, baoabStep w h c T X - baoabStep w h c T Y =
      (kick w h * drift h * damp c * drift h * kick w h) * (X - Y) *
        (kick w h * drift h * damp c * drift h * kick w h)ᵀ := by
    intro X Y
    simp only [baoabStep, thermostat, transport, Matrix.transpose_mul]
    noncomm_ring
  have hdet : (kick w h * drift h * damp c * drift h * kick w h).det = c := by
    simp only [kick, drift, damp, Matrix.mul_fin_two, Matrix.det_fin_two_of]
    ring
  have htr : (kick w h * drift h * damp c * drift h * kick w h).trace =
      (1 + c) * (1 - (w * h) ^ 2 / 2) := by
    simp only [kick, drift, damp, Matrix.mul_fin_two, Matrix.trace_fin_two_of]
    ring
  have hdiff := lin S !![T / w ^ 2, 0; 0, T * (1 - (w * h) ^ 2 / 4)]
  rw [hS, h0] at hdiff
  refine sub_eq_zero.1 (eq_zero_of_invariant _ _ ?_ ?_ hdiff.symm)
  · rw [hdet]; exact hc1.ne
  · rw [hdet, htr]; exact (trace_sq_lt hw hh hwh (by linarith)).ne
```

## OBAABO

Let V = T/(w²(1 − y/4)), and start from (V, 0, T):

O: unchanged
B: (V, −hw²V/2, T + h²w⁴V/4)
AA: (V, hw²V/2, T + h²w⁴V/4)
B: (V, 0, T)
O: unchanged

The AA line uses h²T = y(1 − y/4)V. Uniqueness follows as before, now with δ = c².

```lean
/-- For `w, h > 0` with `w h < 2`, and `0 ≤ c < 1`, a matrix is stationary under OBAABO exactly when
it is `diag(T/(w²(1 - w²h²/4)), T)`. -/
theorem obaabo_stationary_iff {w h c : ℝ} (T : ℝ) (hw : 0 < w) (hh : 0 < h) (hwh : w * h < 2)
    (hc0 : 0 ≤ c) (hc1 : c < 1) (S : Matrix (Fin 2) (Fin 2) ℝ) :
    obaaboStep w h c T S = S ↔ S = !![T / (w ^ 2 * (1 - (w * h) ^ 2 / 4)), 0; 0, T] := by
  have hden : w ^ 2 * (1 - (w * h) ^ 2 / 4) ≠ 0 := by
    have : 0 < 1 - (w * h) ^ 2 / 4 := by nlinarith [mul_pos hw hh]
    positivity
  have key : ∀ a : ℝ, obaaboStep w h c (a * (w ^ 2 * (1 - (w * h) ^ 2 / 4)))
      !![a, 0; 0, a * (w ^ 2 * (1 - (w * h) ^ 2 / 4))] =
      !![a, 0; 0, a * (w ^ 2 * (1 - (w * h) ^ 2 / 4))] := by
    intro a
    simp only [obaaboStep, kick, drift, transport_entries, thermostat_entries,
      mul_zero, zero_mul, add_zero, zero_add, one_mul, mul_one]
    refine entries_iff.2 ⟨?_, ?_, ?_, ?_⟩ <;> ring
  have h0 := key (T / (w ^ 2 * (1 - (w * h) ^ 2 / 4)))
  rw [div_mul_cancel₀ T hden] at h0
  refine ⟨fun hS => ?_, fun hS => by rw [hS]; exact h0⟩
  have lin : ∀ X Y, obaaboStep w h c T X - obaaboStep w h c T Y =
      (damp c * kick w h * drift h * drift h * kick w h * damp c) * (X - Y) *
        (damp c * kick w h * drift h * drift h * kick w h * damp c)ᵀ := by
    intro X Y
    simp only [obaaboStep, thermostat, transport, Matrix.transpose_mul]
    noncomm_ring
  have hdet : (damp c * kick w h * drift h * drift h * kick w h * damp c).det = c ^ 2 := by
    simp only [kick, drift, damp, Matrix.mul_fin_two, Matrix.det_fin_two_of]
    ring
  have htr : (damp c * kick w h * drift h * drift h * kick w h * damp c).trace =
      (1 + c ^ 2) * (1 - (w * h) ^ 2 / 2) := by
    simp only [kick, drift, damp, Matrix.mul_fin_two, Matrix.trace_fin_two_of]
    ring
  have hdiff := lin S !![T / (w ^ 2 * (1 - (w * h) ^ 2 / 4)), 0; 0, T]
  rw [hS, h0] at hdiff
  refine sub_eq_zero.1 (eq_zero_of_invariant _ _ ?_ ?_ hdiff.symm)
  · rw [hdet]; nlinarith
  · rw [hdet, htr]; exact (trace_sq_lt hw hh hwh (by positivity)).ne
```

The mean potential energy is therefore too high by

w²V/2 − T/2 = (T/2) · y/(4 − y).

For this single harmonic mode, a correct kinetic temperature under OBAABO says nothing about the time-step error in the positions.

```lean
/-- For `w, h > 0` with `w h < 2`, and `0 ≤ c < 1`: in the stationary state of OBAABO the mean
potential energy `w²⟨q²⟩/2` exceeds `T/2` by the fraction `w²h²/(4 - w²h²)` of `T/2`. -/
theorem obaabo_potential_energy_excess {w h c : ℝ} (T : ℝ) (hw : 0 < w) (hh : 0 < h)
    (hwh : w * h < 2) (hc0 : 0 ≤ c) (hc1 : c < 1) (S : Matrix (Fin 2) (Fin 2) ℝ)
    (hS : obaaboStep w h c T S = S) :
    w ^ 2 * S 0 0 / 2 - T / 2 = T / 2 * ((w * h) ^ 2 / (4 - (w * h) ^ 2)) := by
  have hy : 4 - (w * h) ^ 2 ≠ 0 := by
    have : 0 < 4 - (w * h) ^ 2 := by nlinarith [mul_pos hw hh]
    exact this.ne'
  have hq : S 0 0 = T / (w ^ 2 * (1 - (w * h) ^ 2 / 4)) := by
    rw [(obaabo_stationary_iff T hw hh hwh hc0 hc1 S).1 hS]
    rfl
  have hw' : w ≠ 0 := hw.ne'
  rw [hq]
  generalize (w * h) ^ 2 = y at hy ⊢
  rw [show 1 - y / 4 = (4 - y) / 4 by ring]
  field_simp
  ring
```

At wh = 2 the mechanical part BAAB sends (q, p) to (−q + hp, −p). Stationarity of the momentum variance gives (1 − c⁴)(S₁₁ − T) = 0, so S₁₁ = T. With k = S₀₁ + S₁₀, the other entries require

hck = h²T,  (1 − c²)k = −2chT.

Together they give h²T(1 + c²) = 0, which is impossible for T > 0.

```lean
/-- At the stability limit `w h = 2`, with `0 ≤ c < 1` and positive temperature, OBAABO has no
stationary covariance. -/
theorem obaabo_no_stationary_at_limit {w h c T : ℝ} (hh : 0 < h) (hwh : w * h = 2)
    (hc0 : 0 ≤ c) (hc1 : c < 1) (hT : 0 < T) (S : Matrix (Fin 2) (Fin 2) ℝ) :
    obaaboStep w h c T S ≠ S := by
  intro hS
  -- the four mechanical substeps combine into one velocity Verlet step
  have hV : kick w h * drift h * drift h * kick w h = !![-1, h; 0, -1] := by
    have hv : kick w h * drift h * drift h * kick w h =
        !![1 - (w * h) ^ 2 / 2, h; -(h * w ^ 2 * (1 - (w * h) ^ 2 / 4)),
          1 - (w * h) ^ 2 / 2] := by
      simp only [kick, drift, Matrix.mul_fin_two]
      refine entries_iff.2 ⟨?_, ?_, ?_, ?_⟩ <;> ring
    rw [hv, hwh]
    refine entries_iff.2 ⟨?_, ?_, ?_, ?_⟩ <;> ring
  have hstep : obaaboStep w h c T S =
      thermostat c T (transport !![-1, h; 0, -1] (thermostat c T S)) := by
    rw [← hV]
    simp only [obaaboStep, transport, Matrix.transpose_mul, Matrix.mul_assoc]
  rw [hstep, Matrix.eta_fin_two S] at hS
  generalize S 0 0 = p at hS
  generalize S 0 1 = q at hS
  generalize S 1 0 = r at hS
  generalize S 1 1 = s at hS
  rw [thermostat_entries, transport_entries, thermostat_entries] at hS
  obtain ⟨e00, e01, e10, e11⟩ := entries_iff.1 hS
  -- the momentum variance must be thermal
  have hc4 : 1 - c ^ 4 ≠ 0 := by
    have : c ^ 4 < 1 := pow_lt_one₀ hc0 hc1 (by norm_num)
    linarith
  have hs0 : (1 - c ^ 4) * (s - T) = 0 := by linear_combination -e11
  have hs : s = T := sub_eq_zero.1 ((mul_eq_zero.1 hs0).resolve_left hc4)
  rw [hs] at e00 e01 e10
  -- the position variance would then have to grow at every step
  have hzero : h ^ 2 * T * (1 + c ^ 2) = 0 := by
    linear_combination (1 - c ^ 2) * e00 - h * c * (e01 + e10)
  have hpos : 0 < h ^ 2 * T * (1 + c ^ 2) := by positivity
  linarith

end

end LangevinSplittingCovariance
```

These theorems concern second moments at the ends of complete steps. Convergence to the stationary covariance and anharmonic forces are separate questions.

```lean
#print axioms LangevinSplittingCovariance.baoab_stationary_iff
#print axioms LangevinSplittingCovariance.obaabo_potential_energy_excess
#print axioms LangevinSplittingCovariance.obaabo_no_stationary_at_limit
```

```
'LangevinSplittingCovariance.baoab_stationary_iff' depends on axioms: [propext, Classical.choice, Quot.sound]
'LangevinSplittingCovariance.obaabo_potential_energy_excess' depends on axioms: [propext, Classical.choice, Quot.sound]
'LangevinSplittingCovariance.obaabo_no_stationary_at_limit' depends on axioms: [propext, Classical.choice, Quot.sound]
```
